# Band curvature cancels the negative-energy oscillator-strength term in a massive one-dimensional Dirac model

An inverse effective mass computed by summing over intermediate states can depend on which states are kept. In the non-interacting, one-dimensional, two-band Dirac model with positive mass, the negative-energy state at the same momentum supplies the whole curvature of the positive-energy band, so a sum without it gives zero.

Units have $\hbar=c=1$. The Hamiltonian is $H(p)=p\,\sigma_x+m\,\sigma_z$ with real $p$ and $m$, and the velocity operator is $dH/dp=\sigma_x$.

```lean
import Mathlib

open Matrix

namespace DiracOscillatorStrength

noncomputable section

/-- The Pauli matrix `σx`. -/
def sigmaX : Matrix (Fin 2) (Fin 2) ℂ := !![0, 1; 1, 0]

/-- The Pauli matrix `σz`. -/
def sigmaZ : Matrix (Fin 2) (Fin 2) ℂ := !![1, 0; 0, -1]

/-- The one-dimensional Dirac Hamiltonian `H(p) = p σx + m σz`. -/
def dirac (m p : ℝ) : Matrix (Fin 2) (Fin 2) ℂ :=
  (p : ℂ) • sigmaX + (m : ℂ) • sigmaZ
```

The positive energy is $E(p)=\sqrt{p^2+m^2}$, written `energy m p`.

```lean
/-- The relativistic energy `E(p) = √(p² + m²)`. -/
def energy (m p : ℝ) : ℝ := Real.sqrt (p ^ 2 + m ^ 2)
```

A state is a complex vector with components $u_0,u_1$. `IsEigenstate m p ε u` says that $Hu=\varepsilon u$ and $\langle u,u\rangle=1$; it fixes no phase. Below, $u$ belongs to $E$ and $v$ to $-E$.

```lean
/-- The vector `u` is a normalised eigenvector of `H(p)` with eigenvalue `ε`. -/
def IsEigenstate (m p ε : ℝ) (u : Fin 2 → ℂ) : Prop :=
  dirac m p *ᵥ u = (ε : ℂ) • u ∧ star u ⬝ᵥ u = 1
```

The inner product is conjugate-linear in its first argument.

```lean
/-- The matrix element `⟨v, σx u⟩` of the velocity operator. -/
def velocityElement (v u : Fin 2 → ℂ) : ℂ := star v ⬝ᵥ (sigmaX *ᵥ u)
```

Parts (e) to (j) assume $m>0$, which keeps the gap $2E$ open at every momentum. At $m=0$ the energy is $|p|$, which has a kink at $p=0$.

(a) Write the velocity matrix element in components:
$$\langle v,\sigma_x u\rangle=\bar v_0u_1+\bar v_1u_0 .$$

Solution. The matrix $\sigma_x$ swaps components, so $\sigma_xu=(u_1,u_0)$. Taking the inner product with $v$ gives the formula, and Lean unfolds the same two sums.

```lean
lemma velocityElement_eq (v u : Fin 2 → ℂ) :
    velocityElement v u =
      starRingEnd ℂ (v 0) * u 1 + starRingEnd ℂ (v 1) * u 0 := by
  simp [velocityElement, sigmaX, Matrix.mulVec, dotProduct, Fin.sum_univ_two]
```

(b) Show that $E(p)>0$ for $m>0$.

Solution. Since $p^2\ge0$ and $m^2>0$, the radicand is positive, and so is its root.

```lean
lemma energy_pos {m : ℝ} (hm : 0 < m) (p : ℝ) : 0 < energy m p :=
  Real.sqrt_pos.mpr (by positivity)
```

(c) Show that $E^2=p^2+m^2$.

Solution. The radicand is non-negative, so squaring its root returns it. This holds for every real $m$.

```lean
lemma energy_sq (m p : ℝ) : energy m p ^ 2 = p ^ 2 + m ^ 2 :=
  Real.sq_sqrt (by positivity)
```

(d) For a normalised eigenvector with eigenvalue $\varepsilon$, find the density-matrix entries:
$$2\varepsilon|u_0|^2=\varepsilon+m,\quad 2\varepsilon|u_1|^2=\varepsilon-m,\quad 2\varepsilon u_0\bar u_1=2\varepsilon u_1\bar u_0=p .$$

Solution. The eigenvalue equation reads
$$mu_0+pu_1=\varepsilon u_0,\qquad pu_0-mu_1=\varepsilon u_1 .$$
The first equation times $\bar u_0$ gives $(\varepsilon-m)|u_0|^2=p\,u_1\bar u_0$. The conjugate of the second times $u_1$ gives $(\varepsilon+m)|u_1|^2=p\,u_1\bar u_0$. Equating the left sides and using $|u_0|^2+|u_1|^2=1$ yields both diagonal entries.

For the off-diagonal entry, multiply the first equation by $\bar u_1$ and the conjugate of the second by $u_0$:
$$mu_0\bar u_1+p|u_1|^2=\varepsilon u_0\bar u_1,\qquad p|u_0|^2-mu_0\bar u_1=\varepsilon u_0\bar u_1 .$$
Their sum is $p=2\varepsilon u_0\bar u_1$, and conjugation gives the last entry.

In the code, `h0` and `h1` are the two component equations, `c0` and `c1` their conjugates, and `n` the normalisation. Each `linear_combination` lists the multipliers.

```lean
/-- The density matrix of a normalised eigenvector with eigenvalue `ε` satisfies
`2ε u uᴴ = ε + H(p)`, written here entry by entry. -/
theorem eigenstate_density {m p ε : ℝ} {u : Fin 2 → ℂ} (h : IsEigenstate m p ε u) :
    2 * (ε : ℂ) * (u 0 * starRingEnd ℂ (u 0)) = ε + m ∧
    2 * (ε : ℂ) * (u 1 * starRingEnd ℂ (u 1)) = ε - m ∧
    2 * (ε : ℂ) * (u 0 * starRingEnd ℂ (u 1)) = p ∧
    2 * (ε : ℂ) * (u 1 * starRingEnd ℂ (u 0)) = p := by
  obtain ⟨he, hn⟩ := h
  -- the two components of the eigenvalue equation, and their conjugates
  have h0 : (m : ℂ) * u 0 + p * u 1 = ε * u 0 := by
    have := congrFun he 0
    simp [dirac, sigmaX, sigmaZ, Matrix.mulVec, dotProduct, Fin.sum_univ_two] at this
    linear_combination this
  have h1 : (p : ℂ) * u 0 - m * u 1 = ε * u 1 := by
    have := congrFun he 1
    simp [dirac, sigmaX, sigmaZ, Matrix.mulVec, dotProduct, Fin.sum_univ_two] at this
    linear_combination this
  have c0 := congrArg (starRingEnd ℂ) h0
  have c1 := congrArg (starRingEnd ℂ) h1
  simp only [map_add, map_sub, map_mul, Complex.conj_ofReal] at c0 c1
  have n : starRingEnd ℂ (u 0) * u 0 + starRingEnd ℂ (u 1) * u 1 = 1 := by
    simp only [dotProduct, Fin.sum_univ_two] at hn
    exact hn
  refine ⟨?_, ?_, ?_, ?_⟩
  · linear_combination ((ε : ℂ) + m) * n - starRingEnd ℂ (u 0) * h0 + u 1 * c1
  · linear_combination ((ε : ℂ) - m) * n + starRingEnd ℂ (u 0) * h0 - u 1 * c1
  · linear_combination (p : ℂ) * n - u 0 * c1 - starRingEnd ℂ (u 1) * h0
  · linear_combination (p : ℂ) * n - starRingEnd ℂ (u 0) * h1 - u 1 * c0
```

(e) Show that the squared interband element is
$$|\langle v,\sigma_xu\rangle|^2=\frac{m^2}{E^2}.$$

Solution. Multiply the expression in (a) by its conjugate:
$$|v_0|^2|u_1|^2+|v_1|^2|u_0|^2+\bar v_0v_1\,u_1\bar u_0+\bar v_1v_0\,u_0\bar u_1 .$$
Part (d) with $\varepsilon=E$ and $\varepsilon=-E$ gives
$$|u_0|^2=|v_1|^2=\frac{E+m}{2E},\quad |u_1|^2=|v_0|^2=\frac{E-m}{2E},\quad u_0\bar u_1=\frac{p}{2E}=-v_0\bar v_1 .$$
The off-diagonal products are real, so the sum is
$$\frac{(E-m)^2+(E+m)^2-2p^2}{4E^2}=\frac{E^2+m^2-p^2}{2E^2}=\frac{m^2}{E^2}.$$
Lean first clears the denominator $E^2$ and moves the real equation into $\mathbb C$, where the entries `r1` to `r4` of $u$ and `q1` to `q4` of $v$ are combined.

```lean
/-- The squared velocity matrix element between the positive- and negative-energy
states is `m²/E²`. -/
theorem interband_element {m p : ℝ} (hm : 0 < m) {u v : Fin 2 → ℂ}
    (hu : IsEigenstate m p (energy m p) u) (hv : IsEigenstate m p (-energy m p) v) :
    ‖velocityElement v u‖ ^ 2 = m ^ 2 / energy m p ^ 2 := by
  rw [eq_div_iff (pow_ne_zero 2 (energy_pos hm p).ne')]
  obtain ⟨r1, r2, r3, r4⟩ := eigenstate_density hu
  obtain ⟨q1, q2, q3, q4⟩ := eigenstate_density hv
  simp only [Complex.ofReal_neg] at q1 q2 q3 q4
  have hE : (energy m p : ℂ) ^ 2 = (p : ℂ) ^ 2 + (m : ℂ) ^ 2 := by
    exact_mod_cast energy_sq m p
  have hw : ((‖velocityElement v u‖ ^ 2 : ℝ) : ℂ) =
      velocityElement v u * starRingEnd ℂ (velocityElement v u) := by
    rw [Complex.mul_conj, Complex.normSq_eq_norm_sq]
  apply Complex.ofReal_injective
  rw [Complex.ofReal_mul, hw, velocityElement_eq]
  simp only [map_add, map_mul, Complex.conj_conj, Complex.ofReal_pow]
  -- multiply the density-matrix entries of the two states
  linear_combination (-1 / 4 : ℂ) *
    (2 * (energy m p : ℂ) * (u 1 * starRingEnd ℂ (u 1)) * q1
      + (-(energy m p : ℂ) + m) * r2
      + 2 * (energy m p : ℂ) * (u 1 * starRingEnd ℂ (u 0)) * q4 + (p : ℂ) * r4
      + 2 * (energy m p : ℂ) * (u 0 * starRingEnd ℂ (u 1)) * q3 + (p : ℂ) * r3
      + 2 * (energy m p : ℂ) * (u 0 * starRingEnd ℂ (u 0)) * q2
      + (-(energy m p : ℂ) - m) * r1) + (1 / 2 : ℂ) * hE
```

(f) Find the group velocity:
$$E'(p)=\frac pE .$$

Solution. The chain rule gives $2p/(2E)$. `HasDerivAt` states that the derivative exists and has this value.

```lean
/-- The group velocity is `dE/dp = p/E`. -/
theorem hasDerivAt_energy {m : ℝ} (hm : 0 < m) (p : ℝ) :
    HasDerivAt (energy m) (p / energy m p) p := by
  have h : HasDerivAt (fun q : ℝ => q ^ 2 + m ^ 2) (2 * p) p :=
    ((hasDerivAt_pow 2 p).add_const (m ^ 2)).congr_deriv (by norm_num)
  have hne : p ^ 2 + m ^ 2 ≠ 0 := by positivity
  have h2 : HasDerivAt (energy m) (2 * p / (2 * energy m p)) p := h.sqrt hne
  rwa [mul_div_mul_left _ _ two_ne_zero] at h2
```

(g) Show that the slope is the mean velocity in the positive-energy state:
$$E'(p)=\langle u,\sigma_xu\rangle .$$

Solution. By (a) and (d), the right side is $\bar u_0u_1+\bar u_1u_0=p/(2E)+p/(2E)=p/E$, which is $E'$ by (f). This is the Hellmann–Feynman relation for the upper band of this Hamiltonian, obtained from explicit entries and not from a general argument about parameter-dependent operators.

```lean
/-- The slope of `E(p)` is the expectation value of `σx` in the positive-energy state. -/
theorem hellmann_feynman {m p : ℝ} (hm : 0 < m) {u : Fin 2 → ℂ}
    (hu : IsEigenstate m p (energy m p) u) :
    ((deriv (energy m) p : ℝ) : ℂ) = velocityElement u u := by
  obtain ⟨_, _, h3, h4⟩ := eigenstate_density hu
  have hne : (energy m p : ℂ) ≠ 0 := Complex.ofReal_ne_zero.mpr (energy_pos hm p).ne'
  rw [(hasDerivAt_energy hm p).deriv, velocityElement_eq, Complex.ofReal_div,
    div_eq_iff hne]
  linear_combination (-1 / 2 : ℂ) * h3 + (-1 / 2 : ℂ) * h4
```

(h) Find the curvature:
$$E''(p)=\frac{m^2}{E^3}.$$

Solution. The quotient rule applied to $p/E$ gives
$$E''=\frac{E-p\,(p/E)}{E^2}=\frac{E^2-p^2}{E^3}=\frac{m^2}{E^3}.$$
Lean uses (f) at every momentum to replace the function `deriv (energy m)` by $q\mapsto q/E(q)$, then differentiates it at $p$.

```lean
/-- The curvature of the positive-energy dispersion is `m²/E³`. -/
theorem hasDerivAt_deriv_energy {m : ℝ} (hm : 0 < m) (p : ℝ) :
    HasDerivAt (deriv (energy m)) (m ^ 2 / energy m p ^ 3) p := by
  have hne := (energy_pos hm p).ne'
  have hs := energy_sq m p
  have hd : deriv (energy m) = fun q => q / energy m q :=
    funext fun q => (hasDerivAt_energy hm q).deriv
  rw [hd]
  refine ((hasDerivAt_id' p).fun_div (hasDerivAt_energy hm p) hne).congr_deriv ?_
  rw [div_eq_div_iff (pow_ne_zero 2 hne) (pow_ne_zero 3 hne)]
  have hp : p / energy m p * energy m p = p := div_mul_cancel₀ p hne
  generalize p / energy m p = d at hp ⊢
  linear_combination energy m p ^ 2 * hs - p * energy m p ^ 2 * hp
```

(i) Express the curvature through the interband element:
$$E''(p)=\frac{|\langle v,\sigma_xu\rangle|^2}{E}=\frac{m^2}{E^3}.$$

Solution. Dividing (e) by $E$ gives the second equality, and (h) identifies the result with $E''$. The statement holds for every normalised pair $u,v$, whatever their phases.

```lean
/-- The second derivative of the positive energy is `|⟨v, σx u⟩|²/E`, with `u` and `v`
the positive- and negative-energy states, and this equals `m²/E³`. -/
theorem curvature_eq_interband {m p : ℝ} (hm : 0 < m) {u v : Fin 2 → ℂ}
    (hu : IsEigenstate m p (energy m p) u) (hv : IsEigenstate m p (-energy m p) v) :
    HasDerivAt (deriv (energy m)) (‖velocityElement v u‖ ^ 2 / energy m p) p ∧
      ‖velocityElement v u‖ ^ 2 / energy m p = m ^ 2 / energy m p ^ 3 := by
  have h3 : energy m p ^ 2 * energy m p = energy m p ^ 3 := by ring
  have h : ‖velocityElement v u‖ ^ 2 / energy m p = m ^ 2 / energy m p ^ 3 := by
    rw [interband_element hm hu hv, div_div, h3]
  exact ⟨(hasDerivAt_deriv_energy hm p).congr_deriv h.symm, h⟩
```

(j) Show that the curvature and the negative-energy term cancel:
$$E''(p)+\frac{2|\langle v,\sigma_xu\rangle|^2}{-E-E}=0 .$$

Solution. The denominator is $-2E$, so the second term is $-|\langle v,\sigma_xu\rangle|^2/E$, which is $-E''$ by (i).

In second-order perturbation theory the right side is $\langle u,(d^2H/dp^2)\,u\rangle$, which vanishes because $H$ is linear in $p$. The second term on the left is the oscillator strength of the transition from $u$ to $v$ in velocity form, without its constant mass factor. The theorem relates the two displayed terms at one momentum and does not treat bound states, external potentials or the three-dimensional Dirac spectrum.

```lean
/-- The second derivative of the positive energy and the term `2|⟨v, σx u⟩|²/(-E - E)`, with `u` and
`v` the positive- and negative-energy states, add to zero. -/
theorem oscillator_strength_cancels {m p : ℝ} (hm : 0 < m) {u v : Fin 2 → ℂ}
    (hu : IsEigenstate m p (energy m p) u) (hv : IsEigenstate m p (-energy m p) v) :
    deriv (deriv (energy m)) p +
      2 * ‖velocityElement v u‖ ^ 2 / (-energy m p - energy m p) = 0 := by
  have h : -energy m p - energy m p = -(2 * energy m p) := by ring
  rw [(curvature_eq_interband hm hu hv).1.deriv, h, div_neg,
    mul_div_mul_left _ _ two_ne_zero, add_neg_cancel]
```

(k) Verify an explicit pair at $m=7$, $p=24$:
$$u=\left(\tfrac45,\tfrac35\right),\qquad v=\left(-\tfrac35,\tfrac45\right).$$

Solution. Here $E=\sqrt{576+49}=25$. Direct multiplication gives $Hu=(20,15)=25u$ and $Hv=(15,-20)=-25v$, and both vectors have norm one because $9/25+16/25=1$. Lean first shows $E=25$; then, for each vector in turn, it checks the eigenvalue equation component by component and the norm.

```lean
/-- At `m = 7` and `p = 24` the vectors `(4/5, 3/5)` and `(-3/5, 4/5)` are normalised
eigenvectors with eigenvalues `E` and `-E`. -/
theorem eigenstates_witness :
    IsEigenstate 7 24 (energy 7 24) ![4 / 5, 3 / 5] ∧
      IsEigenstate 7 24 (-energy 7 24) ![-3 / 5, 4 / 5] := by
  have h : energy 7 24 = 25 := by
    rw [energy, show (24 : ℝ) ^ 2 + 7 ^ 2 = 25 ^ 2 by norm_num]
    exact Real.sqrt_sq (by norm_num)
  -- the components are real, so conjugation leaves them unchanged
  have hs : ∀ x : ℝ, star (x : ℂ) = (x : ℂ) := Complex.conj_ofReal
  have s4 : star (4 / 5 : ℂ) = 4 / 5 := by
    have := hs (4 / 5)
    push_cast at this
    exact this
  have s3 : star (3 / 5 : ℂ) = 3 / 5 := by
    have := hs (3 / 5)
    push_cast at this
    exact this
  have s3' : star (-3 / 5 : ℂ) = -3 / 5 := by
    have := hs (-3 / 5)
    push_cast at this
    exact this
  rw [h]
  refine ⟨⟨?_, ?_⟩, ⟨?_, ?_⟩⟩
  · ext i
    fin_cases i <;>
      simp [dirac, sigmaX, sigmaZ, Matrix.mulVec, dotProduct, Fin.sum_univ_two] <;> norm_num
  · simp only [dotProduct, Fin.sum_univ_two]
    change star (4 / 5 : ℂ) * (4 / 5) + star (3 / 5 : ℂ) * (3 / 5) = 1
    rw [s4, s3]
    norm_num
  · ext i
    fin_cases i <;>
      simp [dirac, sigmaX, sigmaZ, Matrix.mulVec, dotProduct, Fin.sum_univ_two] <;> norm_num
  · simp only [dotProduct, Fin.sum_univ_two]
    change star (-3 / 5 : ℂ) * (-3 / 5) + star (4 / 5 : ℂ) * (4 / 5) = 1
    rw [s3', s4]
    norm_num

end

end DiracOscillatorStrength
```

```lean
#print axioms DiracOscillatorStrength.hellmann_feynman
-- 'DiracOscillatorStrength.hellmann_feynman' depends on axioms: [propext, Classical.choice, Quot.sound]
#print axioms DiracOscillatorStrength.oscillator_strength_cancels
-- 'DiracOscillatorStrength.oscillator_strength_cancels' depends on axioms: [propext, Classical.choice, Quot.sound]
```
